# For unmixed t2g orbitals with fixed energies and one common, fixed field-gradient value, the thermally averaged valence quadrupole splitting never grows on heating

## Levels, populations and the field gradient

Three t2g orbitals, numbered i = 0, 1, 2, have real energies E_i, in any order and possibly equal. They share one electron, such as the sixth d electron of high-spin iron(II). The index also names the cubic axis x, y or z that belongs to the orbital: 0 is d_yz, 1 is d_xz and 2 is d_xy. The inverse temperature is b = 1/(k_B T), where k_B is Boltzmann's constant.

```lean
import Mathlib

open Finset

namespace MoessbauerQuadrupoleReduction

noncomputable section
```

The partition function is the sum of the three Boltzmann weights:

Z(b) = Σ_i exp(−b E_i)

In Lean the energies are a function `E : Fin 3 → ℝ`, and b may be any real number; the restriction to b ≥ 0 enters only in the theorems that need it.

```lean
/-- The partition function of three levels at inverse temperature `b`. -/
def partition (E : Fin 3 → ℝ) (b : ℝ) : ℝ := ∑ i, Real.exp (-b * E i)
```

The population of level i is its share of the partition function:

p_i(b) = exp(−b E_i) / Z(b)

```lean
/-- The Boltzmann population of level `i` at inverse temperature `b`. -/
def pop (E : Fin 3 → ℝ) (b : ℝ) (i : Fin 3) : ℝ := Real.exp (-b * E i) / partition E b
```

The quadrupole reduction factor measures how unevenly the electron is spread over the orbitals:

F(b) = √((3 Σ_i p_i(b)² − 1)/2)

It would be 1 if a single orbital held the whole population, and it is 0 when all three hold one third.

```lean
/-- The quadrupole reduction factor `F(b) = sqrt((3 ∑ pᵢ² - 1)/2)`. -/
def reduction (E : Fin 3 → ℝ) (b : ℝ) : ℝ := Real.sqrt ((3 * ∑ i, pop E b i ^ 2 - 1) / 2)
```

An electron in orbital j produces an axial field gradient with principal value q along axis j and −q/2 along the other two axes. The value q is taken to be the same for all three orbitals. If the electron moves between the orbitals quickly on the nuclear time scale, the nucleus sees the average

V_i = Σ_j p_j · (q if i = j, otherwise −q/2)

The tensor is diagonal because the levels are taken to be pure t2g orbitals, without mixing by spin-orbit coupling or by a low-symmetry ligand field. Only this valence contribution is modelled; the gradient from the surrounding lattice is left out.

```lean
/-- Component `i` of the averaged diagonal field gradient: orbital `j`, with weight `p j`,
contributes `q` along its own axis and `-q/2` along the other two. -/
def efg (q : ℝ) (p : Fin 3 → ℝ) (i : Fin 3) : ℝ := ∑ j, p j * (if i = j then q else -q / 2)
```

A nuclear level of spin 3/2, such as the excited state of the usual Mössbauer transition in ⁵⁷Fe, is split by

Δ = (|eQ|/2) · √(V_2² + (V_0 − V_1)²/3)

Here eQ is a single real number, the elementary charge times the nuclear quadrupole moment. This is the usual expression with the asymmetry parameter η = (V_0 − V_1)/V_2, with V_2 taken inside the root so that nothing is divided by it. For a traceless tensor the radicand equals (2/3)(V_0² + V_1² + V_2²), so it does not matter which axis is called z.

```lean
/-- The quadrupole splitting of a spin-3/2 nuclear level with quadrupole coupling `eQ` in a
diagonal traceless field gradient `V`. -/
def splitting (eQ : ℝ) (V : Fin 3 → ℝ) : ℝ :=
  |eQ| / 2 * Real.sqrt (V 2 ^ 2 + (V 0 - V 1) ^ 2 / 3)
```

## Cooling as a reweighting of the populations

Exponentials are positive, so the partition function is positive.

```lean
lemma partition_pos (E : Fin 3 → ℝ) (b : ℝ) : 0 < partition E b :=
  Finset.sum_pos (fun _ _ => Real.exp_pos _) Finset.univ_nonempty
```

Hence every population is positive at every finite b.

```lean
lemma pop_pos (E : Fin 3 → ℝ) (b : ℝ) (i : Fin 3) : 0 < pop E b i :=
  div_pos (Real.exp_pos _) (partition_pos E b)
```

The populations also add up to one, since Σ_i exp(−b E_i)/Z(b) = Z(b)/Z(b).

```lean
/-- The Boltzmann populations add up to one. -/
theorem pop_sum (E : Fin 3 → ℝ) (b : ℝ) : ∑ i, pop E b i = 1 := by
  unfold pop
  rw [← Finset.sum_div]
  exact div_self (partition_pos E b).ne'
```

Now compare two inverse temperatures b and c, and set r_i = exp(−(c − b)E_i). Multiplying an old population by this weight gives

p_i(b) r_i = exp(−c E_i) / Z(b)

and summing over the levels gives

R = Σ_j p_j(b) r_j = Z(c) / Z(b)

Together these say that

p_i(c) · R = p_i(b) · r_i

The new populations are therefore the old ones, reweighted by r_i and normalised again. The Lean statement has this product form, and its proof merges the two exponentials with `Real.exp_add` before clearing the partition functions.

```lean
/-- Going from `b` to `c` multiplies each population by `exp(-(c-b)Eᵢ)`, up to a common
normalisation. -/
theorem pop_reweight (E : Fin 3 → ℝ) (b c : ℝ) (i : Fin 3) :
    pop E c i * ∑ j, pop E b j * Real.exp (-(c - b) * E j)
      = pop E b i * Real.exp (-(c - b) * E i) := by
  have h : ∀ j, pop E b j * Real.exp (-(c - b) * E j)
      = Real.exp (-c * E j) / partition E b := by
    intro j
    have e : -b * E j + -(c - b) * E j = -c * E j := by ring
    rw [pop, div_mul_eq_mul_div, ← Real.exp_add, e]
  rw [h i, Finset.sum_congr rfl (fun j _ => h j), ← Finset.sum_div]
  change pop E c i * (partition E c / partition E b) = _
  have hb := (partition_pos E b).ne'
  have hc := (partition_pos E c).ne'
  unfold pop
  field_simp
```

## Ordered weights increase the overlap

Write p_i for the old populations and p'_i for the new ones; the next Lean statement calls the new ones `q`, which there has nothing to do with the field gradient. Suppose that the weights are ordered like the old populations, meaning that (p_i − p_j)(r_i − r_j) ≥ 0 for every pair. The claim is that Σ p_i² ≤ Σ p_i p'_i.

Multiply the difference of the two sides by R > 0 and use p'_i R = p_i r_i:

(Σ_i p_i p'_i − Σ_i p_i²) · R = Σ_i p_i² r_i − (Σ_i p_i²)(Σ_j p_j r_j)

Since Σ_j p_j = 1, the first term on the right may be multiplied by that sum. Collecting the terms pair by pair gives

Σ_i p_i² r_i · Σ_j p_j − Σ_i p_i² · Σ_j p_j r_j = Σ_{i<j} p_i p_j (p_i − p_j)(r_i − r_j)

Every term on the right is nonnegative, and dividing by R gives the claim. This is an inequality of Chebyshev's type. In Lean the pair identity is `key`, and `linear_combination` obtains it from the three reweighting equations and the normalisation.

```lean
/-- If weights `r` are ordered like the populations `p`, the reweighted populations `q` overlap
with `p` at least as much as `p` does with itself. -/
theorem overlap_le (p q r : Fin 3 → ℝ) (hp : ∀ i, 0 < p i) (hs : ∑ i, p i = 1)
    (hr : ∀ i, 0 < r i) (hq : ∀ i, q i * ∑ j, p j * r j = p i * r i)
    (hm : ∀ i j, 0 ≤ (p i - p j) * (r i - r j)) :
    ∑ i, p i ^ 2 ≤ ∑ i, p i * q i := by
  have hR : 0 < ∑ j, p j * r j :=
    Finset.sum_pos (fun j _ => mul_pos (hp j) (hr j)) Finset.univ_nonempty
  refine le_of_mul_le_mul_right ?_ hR
  have e0 := hq 0
  have e1 := hq 1
  have e2 := hq 2
  have h01 := mul_nonneg (mul_pos (hp 0) (hp 1)).le (hm 0 1)
  have h02 := mul_nonneg (mul_pos (hp 0) (hp 2)).le (hm 0 2)
  have h12 := mul_nonneg (mul_pos (hp 1) (hp 2)).le (hm 1 2)
  simp only [Fin.sum_univ_three] at *
  -- the difference of the two sides is a sum over pairs of levels
  have key : (p 0 * q 0 + p 1 * q 1 + p 2 * q 2) * (p 0 * r 0 + p 1 * r 1 + p 2 * r 2)
      - (p 0 ^ 2 + p 1 ^ 2 + p 2 ^ 2) * (p 0 * r 0 + p 1 * r 1 + p 2 * r 2)
      = p 0 * p 1 * ((p 0 - p 1) * (r 0 - r 1)) + p 0 * p 2 * ((p 0 - p 2) * (r 0 - r 2))
        + p 1 * p 2 * ((p 1 - p 2) * (r 1 - r 2)) := by
    linear_combination p 0 * e0 + p 1 * e1 + p 2 * e2
      - (p 0 ^ 2 * r 0 + p 1 ^ 2 * r 1 + p 2 ^ 2 * r 2) * hs
  linarith
```

For Boltzmann populations with 0 ≤ b ≤ c the ordering condition holds. If E_i ≤ E_j, then p_i(b) ≥ p_j(b) because b ≥ 0, and r_i ≥ r_j because c − b ≥ 0. The lower level has both the larger population and the larger weight, so the product of the differences is nonnegative.

Expanding a square turns the overlap inequality into a statement about the sum of squares:

Σ_i (p_i(c) − p_i(b))² = Σ_i p_i(c)² − 2 Σ_i p_i(b) p_i(c) + Σ_i p_i(b)²

Replacing the overlap by its lower bound Σ p_i(b)² gives

Σ_i p_i(c)² ≥ Σ_i p_i(b)² + Σ_i (p_i(c) − p_i(b))²

On cooling, the sum of squared populations thus rises by at least the squared distance that the population vector has moved. The Lean proof treats the two possible orders of E_i and E_j separately, through `le_total`.

```lean
/-- On cooling from `b ≥ 0` to `c ≥ b`, the sum of squared populations grows at least by the
squared distance between the two population vectors. -/
theorem purity_gain (E : Fin 3 → ℝ) {b c : ℝ} (hb : 0 ≤ b) (hbc : b ≤ c) :
    ∑ i, pop E b i ^ 2 + ∑ i, (pop E c i - pop E b i) ^ 2 ≤ ∑ i, pop E c i ^ 2 := by
  have hexp : ∀ t : ℝ, 0 ≤ t → ∀ i j, E i ≤ E j →
      Real.exp (-t * E j) ≤ Real.exp (-t * E i) := by
    intro t ht i j h
    apply Real.exp_le_exp.mpr
    nlinarith [mul_le_mul_of_nonneg_left h ht]
  have hpop : ∀ i j, E i ≤ E j → pop E b j ≤ pop E b i := by
    intro i j h
    simpa only [pop, div_eq_mul_inv] using
      mul_le_mul_of_nonneg_right (hexp b hb i j h) (inv_pos.mpr (partition_pos E b)).le
  have hc : 0 ≤ c - b := sub_nonneg.mpr hbc
  -- lower levels have both the larger population and the larger weight
  have h := overlap_le (pop E b) (pop E c) (fun i => Real.exp (-(c - b) * E i))
    (pop_pos E b) (pop_sum E b) (fun _ => Real.exp_pos _) (pop_reweight E b c) (by
      intro i j
      rcases le_total (E i) (E j) with hij | hij
      · exact mul_nonneg (sub_nonneg.mpr (hpop i j hij)) (sub_nonneg.mpr (hexp _ hc i j hij))
      · exact mul_nonneg_of_nonpos_of_nonpos (sub_nonpos.mpr (hpop j i hij))
          (sub_nonpos.mpr (hexp _ hc j i hij)))
  simp only [Fin.sum_univ_three] at *
  nlinarith [h]
```

## The range and monotonicity of F

The radicand of F is never negative, because the normalisation gives

(3 Σ_i p_i² − 1)/2 = (3/2) Σ_i (p_i − 1/3)²

The three squares are the hints passed to `nlinarith`.

```lean
/-- The quantity under the root in the reduction factor is nonnegative. -/
theorem radicand_nonneg (E : Fin 3 → ℝ) (b : ℝ) :
    0 ≤ (3 * ∑ i, pop E b i ^ 2 - 1) / 2 := by
  have hs := pop_sum E b
  simp only [Fin.sum_univ_three] at *
  nlinarith [sq_nonneg (pop E b 0 - 1 / 3), sq_nonneg (pop E b 1 - 1 / 3),
    sq_nonneg (pop E b 2 - 1 / 3)]
```

Three properties of F follow.

At b = 0 every weight is 1 and every population is 1/3. Then 3 · 3 · (1/9) − 1 = 0, so F(0) = 0.

At any finite b, squaring Σ p_i = 1 gives

(3 Σ_i p_i² − 1)/2 = 1 − 3(p_0 p_1 + p_0 p_2 + p_1 p_2)

All populations are positive, so the radicand is below 1, and so is F.

For 0 ≤ b ≤ c the previous inequality gives Σ p_i(b)² ≤ Σ p_i(c)². The square root preserves the order, so F(b) ≤ F(c).

The theorem joins the three statements. `MonotoneOn (reduction E) (Set.Ici 0)` says that F is nondecreasing on b ≥ 0.

```lean
/-- The reduction factor vanishes at `b = 0`, is below one at every finite `b`, and is
nondecreasing in `b` for `b ≥ 0`. -/
theorem reduction_factor (E : Fin 3 → ℝ) :
    reduction E 0 = 0 ∧ (∀ b, reduction E b < 1) ∧ MonotoneOn (reduction E) (Set.Ici 0) := by
  refine ⟨?_, ?_, ?_⟩
  · have h : ∀ i, pop E 0 i = 1 / 3 := by
      intro i
      simp [pop, partition]
    unfold reduction
    simp only [h, Fin.sum_univ_three]
    norm_num
  · intro b
    unfold reduction
    rw [Real.sqrt_lt' one_pos]
    have hs := pop_sum E b
    have h01 := mul_pos (pop_pos E b 0) (pop_pos E b 1)
    have h02 := mul_pos (pop_pos E b 0) (pop_pos E b 2)
    have h12 := mul_pos (pop_pos E b 1) (pop_pos E b 2)
    simp only [Fin.sum_univ_three] at *
    have hsq : (pop E b 0 + pop E b 1 + pop E b 2) ^ 2 = 1 := by rw [hs]; norm_num
    nlinarith
  · intro b hb c _ hbc
    apply Real.sqrt_le_sqrt
    have h := purity_gain E hb hbc
    have h' : 0 ≤ ∑ i, (pop E c i - pop E b i) ^ 2 := Finset.sum_nonneg fun _ _ => sq_nonneg _
    linarith
```

Monotonicity fails if negative b is admitted. Take the energies 0, 1, 1 in some unit and b = −ln 2 in the inverse unit. The weights are 1, 2, 2 and the populations 1/5, 2/5, 2/5, so Σ p_i² = 9/25 and F = √((27/25 − 1)/2) = 1/5. As b rises from −ln 2 to 0, F falls from 1/5 to 0. At negative b the upper levels hold more population, while the weights for increasing b still favour the lower one, so the two orders are opposed.

If all three energies are equal, F is zero throughout. If at least two differ, F increases strictly on b ≥ 0. Suppose that b < c and that the populations did not change. The reweighting relation would then read p_k(b) R = p_k(b) r_k, and cancelling the positive population would leave r_k = R for every k. All weights would be equal:

exp(−(c − b)E_i) = exp(−(c − b)E_j)

Since c − b > 0, this forces E_i = E_j, against the assumption for the chosen pair. The population vector therefore moves, the squared distance is positive, and the sum of squares rises strictly.

```lean
/-- If two of the levels have different energies, the reduction factor is strictly increasing
in `b` for `b ≥ 0`. -/
theorem reduction_strictMonoOn (E : Fin 3 → ℝ) {i j : Fin 3} (hij : E i ≠ E j) :
    StrictMonoOn (reduction E) (Set.Ici 0) := by
  intro b hb c _ hbc
  apply Real.sqrt_lt_sqrt (radicand_nonneg E b)
  have h := purity_gain E hb hbc.le
  have h' : 0 < ∑ k, (pop E c k - pop E b k) ^ 2 := by
    by_contra hn
    have h0 : ∑ k, (pop E c k - pop E b k) ^ 2 = 0 :=
      le_antisymm (not_lt.mp hn) (Finset.sum_nonneg fun _ _ => sq_nonneg _)
    -- unchanged populations would force all Boltzmann weights to coincide
    have hw : ∀ k, ∑ l, pop E b l * Real.exp (-(c - b) * E l)
        = Real.exp (-(c - b) * E k) := by
      intro k
      have hk := (Finset.sum_eq_zero_iff_of_nonneg (fun _ _ => sq_nonneg _)).mp h0 k
        (Finset.mem_univ k)
      have hk' : pop E c k = pop E b k := sub_eq_zero.mp (pow_eq_zero_iff two_ne_zero |>.mp hk)
      have hr := pop_reweight E b c k
      rw [hk'] at hr
      exact mul_left_cancel₀ (pop_pos E b k).ne' hr
    have he := Real.exp_injective ((hw i).symm.trans (hw j))
    exact hij (mul_left_cancel₀ (neg_ne_zero.mpr (sub_pos.mpr hbc).ne') he)
  linarith
```

## From populations to the quadrupole splitting

The reduction factor can now be derived from the averaged tensor. Since the other two populations add up to 1 − p_i,

V_i = q p_i − (q/2)(1 − p_i) = q(3p_i − 1)/2

Inserting this in the radicand of the splitting gives

V_2² + (V_0 − V_1)²/3 = (q²/4) · [(3p_2 − 1)² + 3(p_0 − p_1)²]

From p_0 + p_1 = 1 − p_2 it follows that (p_0 − p_1)² = 2(p_0² + p_1²) − (1 − p_2)². The bracket then becomes 6 Σ p_i² − 2, so that

V_2² + (V_0 − V_1)²/3 = q² · (3 Σ_i p_i² − 1)/2

Taking the root gives

Δ = (|eQ|/2) · |q| · F(b)

The prefactor is the splitting for an electron confined to one orbital. In the Lean proof `hV` is the formula for V_i and `key` is the identity for the radicand.

```lean
/-- The splitting in the thermally averaged field gradient is the single-orbital value
`|eQ| |q| / 2` times the reduction factor. -/
theorem splitting_eq (eQ q : ℝ) (E : Fin 3 → ℝ) (b : ℝ) :
    splitting eQ (efg q (pop E b)) = |eQ| / 2 * |q| * reduction E b := by
  have hs := pop_sum E b
  have hV : ∀ i, efg q (pop E b) i = q * (3 * pop E b i - 1) / 2 := by
    intro i
    have h : ∀ j, pop E b j * (if i = j then q else -q / 2)
        = (if i = j then pop E b j * (3 * q / 2) else 0) - pop E b j * (q / 2) := by
      intro j
      split_ifs <;> ring
    rw [efg, Finset.sum_congr rfl (fun j _ => h j), Finset.sum_sub_distrib,
      ← Finset.sum_mul, hs]
    simp only [Finset.sum_ite_eq, Finset.mem_univ, if_true]
    ring
  have key : efg q (pop E b) 2 ^ 2 + (efg q (pop E b) 0 - efg q (pop E b) 1) ^ 2 / 3
      = q ^ 2 * ((3 * ∑ i, pop E b i ^ 2 - 1) / 2) := by
    rw [hV, hV, hV]
    simp only [Fin.sum_univ_three] at *
    have h2 : pop E b 2 = 1 - pop E b 0 - pop E b 1 := by linarith
    rw [h2]
    ring
  rw [splitting, key, Real.sqrt_mul (sq_nonneg q), Real.sqrt_sq_eq_abs, reduction, mul_assoc]
```

Heating from T to T' ≥ T > 0 lowers the inverse temperature from 1/(k_B T) to 1/(k_B T'), and both values are positive. F does not increase, and multiplication by the nonnegative prefactor |eQ||q|/2 preserves the inequality:

Δ(T') ≤ Δ(T)

`AntitoneOn` on `Set.Ioi 0` expresses this for all positive temperatures. The constant `kB` may be any positive number, which leaves the units of energy and temperature free. The energies `E` and the gradient `q` are fixed before T varies, so the theorem does not cover a ligand field or a covalency that changes with temperature.

```lean
/-- With temperature-independent level energies and orbital field gradient, the valence
quadrupole splitting never grows on heating. -/
theorem splitting_antitone (eQ q : ℝ) (E : Fin 3 → ℝ) {kB : ℝ} (hk : 0 < kB) :
    AntitoneOn (fun T => splitting eQ (efg q (pop E (1 / (kB * T))))) (Set.Ioi 0) := by
  intro T hT T' hT' hTT
  have h1 : 0 < kB * T := mul_pos hk hT
  have h2 : 0 < kB * T' := mul_pos hk hT'
  have h3 : 1 / (kB * T') ≤ 1 / (kB * T) :=
    one_div_le_one_div_of_le h1 (mul_le_mul_of_nonneg_left hTT hk.le)
  have h4 := (reduction_factor E).2.2 (Set.mem_Ici.mpr (one_div_pos.mpr h2).le)
    (Set.mem_Ici.mpr (one_div_pos.mpr h1).le) h3
  change splitting eQ (efg q (pop E (1 / (kB * T')))) ≤ splitting eQ (efg q (pop E (1 / (kB * T))))
  rw [splitting_eq, splitting_eq]
  exact mul_le_mul_of_nonneg_left h4 (by positivity)

end

end MoessbauerQuadrupoleReduction
```

For the reading of Mössbauer spectra this means that, when the valence term is the only field gradient and the electron moves quickly between the orbitals, Boltzmann redistribution among three unmixed t2g levels with fixed energies and the same fixed q cannot produce a quadrupole splitting that increases with temperature. The statement does not carry over to the total splitting when a lattice gradient is present: if a constant lattice term opposes the valence term and outweighs it at high temperature, the total can grow on heating as the valence term shrinks.

```lean
#print axioms MoessbauerQuadrupoleReduction.reduction_strictMonoOn
#print axioms MoessbauerQuadrupoleReduction.splitting_antitone
```

```
'MoessbauerQuadrupoleReduction.reduction_strictMonoOn' depends on axioms: [propext, Classical.choice, Quot.sound]
'MoessbauerQuadrupoleReduction.splitting_antitone' depends on axioms: [propext, Classical.choice, Quot.sound]
```
